# Electron Green function and the sign of the imaginary part of the electron-phonon self-energy for a finite Hermitian Hamiltonian at Im z > 0

## Definitions and conventions

An electron in a crystal can emit a phonon and reabsorb it, which changes how the electron propagates. Let A be the Hamiltonian matrix of the states without a phonon, D that of the states with a phonon present, and B the coupling between them. The full Hamiltonian is

H = [[A, B], [B*, D]].

A star denotes the conjugate transpose of a matrix or vector (`ᴴ` for matrices in Lean) and the complex conjugate of a number. In z − H, the number z multiplies the identity. D is a Hamiltonian block here, not the phonon propagator that often bears this letter.

A and D are Hermitian, so the energies are real. The condition Im z > 0 selects the retarded side, and Im z acts as an energy broadening. The derivations take all matrices to be finite; in (d) and (g) Lean also allows infinitely many electron states.

```lean
import Mathlib

open Matrix
open scoped ComplexOrder

namespace FanMigdalSelfEnergy

noncomputable section

variable {m n : Type*} [Fintype n] [DecidableEq n]
```

The Green function of a Hamiltonian H is

G(z) = (z − H)⁻¹.

```lean
/-- The Green function `(z - H)⁻¹` of a Hamiltonian matrix `H`, for `z` not an eigenvalue
of `H`. -/
def green (H : Matrix n n ℂ) (z : ℂ) : Matrix n n ℂ :=
  (z • (1 : Matrix n n ℂ) - H)⁻¹
```

The self-energy is the amplitude for entering the phonon states, propagating there and returning:

Σ(z) = B (z − D)⁻¹ B*.

```lean
/-- The self-energy `Σ(z) = B (z - D)⁻¹ B*` of electron states coupled by `B` to phonon-dressed
states with Hamiltonian `D`, for `z` not an eigenvalue of `D`. -/
def selfEnergy (B : Matrix m n ℂ) (D : Matrix n n ℂ) (z : ℂ) : Matrix m m ℂ :=
  B * green D z * Bᴴ
```

The imaginary part of a matrix M is taken in the matrix sense, not entry by entry:

Im M = (M − M*)/(2i).

```lean
/-- The matrix imaginary part `(M - M*) / (2i)`. -/
def imPart (M : Matrix m m ℂ) : Matrix m m ℂ :=
  (1 / (2 * Complex.I)) • (M - Mᴴ)
```

## (a) No eigenvalue off the real axis

**Task.** For Hermitian H and Im z > 0, show that z − H is invertible:

det(z − H) ≠ 0.

**Solution.** If the determinant vanished, there would be a vector v ≠ 0 with Hv = zv. Evaluating v*Hv with H acting to the right, then to the left, gives

v*Hv = z v*v and v*Hv = z* v*v.

Since v*v ≠ 0, z = z*, which contradicts Im z > 0.

In Lean, `h1` and `h2` are the two evaluations, and `h4` is the conclusion z = z*.

```lean
/-- For a Hermitian Hamiltonian `H` and `Im z > 0`, the matrix `z - H` is invertible. -/
theorem isUnit_sub {H : Matrix n n ℂ} (hH : H.IsHermitian) {z : ℂ} (hz : 0 < z.im) :
    IsUnit (z • (1 : Matrix n n ℂ) - H) := by
  rw [Matrix.isUnit_iff_isUnit_det, isUnit_iff_ne_zero]
  intro hdet
  obtain ⟨v, hv, h⟩ := Matrix.exists_mulVec_eq_zero_iff.mpr hdet
  have hHv : H *ᵥ v = z • v := by
    rw [Matrix.sub_mulVec, Matrix.smul_mulVec, Matrix.one_mulVec] at h
    exact (sub_eq_zero.mp h).symm
  -- evaluate `v* H v` with `H` acting to the right, then to the left
  have h1 : star v ⬝ᵥ (H *ᵥ v) = z * (star v ⬝ᵥ v) := by
    rw [hHv, dotProduct_smul, smul_eq_mul]
  have h2 : star v ⬝ᵥ (H *ᵥ v) = star z * (star v ⬝ᵥ v) := by
    have hs : star v ᵥ* H = star (H *ᵥ v) := by rw [Matrix.star_mulVec, hH.eq]
    rw [Matrix.dotProduct_mulVec, hs, hHv, star_smul, smul_dotProduct, smul_eq_mul]
  have h3 : star v ⬝ᵥ v ≠ 0 := fun h0 => hv (dotProduct_star_self_eq_zero.mp h0)
  have h4 : z = star z := mul_right_cancel₀ h3 (h1.symm.trans h2)
  have h5 : z.im = -z.im := congrArg Complex.im h4
  linarith
```

## (b) The equation of motion

**Task.** Under the same conditions, show that

(z − H) G = 1.

**Solution.** By (a) the inverse exists, and a matrix times its inverse is the identity. Lean needs (a) here because Mathlib's `⁻¹` returns zero for a singular matrix.

```lean
/-- For Hermitian `H` and `Im z > 0`, the Green function is a right inverse of `z - H`. -/
theorem sub_mul_green {H : Matrix n n ℂ} (hH : H.IsHermitian) {z : ℂ} (hz : 0 < z.im) :
    (z • (1 : Matrix n n ℂ) - H) * green H z = 1 :=
  Matrix.mul_nonsing_inv _ ((Matrix.isUnit_iff_isUnit_det _).mp (isUnit_sub hH hz))
```

## (c) The anti-Hermitian part of G

**Task.** Show that

G − G* = −2i (Im z) G*G.

**Solution.** The adjoint of (b) is G*(z* − H) = 1. Insert this identity in front of G, and (b) behind G*:

G − G* = G*(z* − H)G − G*(z − H)G = (z* − z) G*G.

Finally, z* − z = −2i Im z. The `calc` block follows these lines, with `hG'` as the adjoint equation.

```lean
/-- For Hermitian `H` and `Im z > 0`, the Green function `G` satisfies
`G - G* = -2i (Im z) G* G`. -/
theorem green_sub_conjTranspose {H : Matrix n n ℂ} (hH : H.IsHermitian) {z : ℂ}
    (hz : 0 < z.im) :
    green H z - (green H z)ᴴ =
      (-(2 * Complex.I * (z.im : ℂ))) • ((green H z)ᴴ * green H z) := by
  have hG := sub_mul_green hH hz
  have hG' := congrArg conjTranspose hG
  rw [conjTranspose_mul, conjTranspose_sub, conjTranspose_smul, conjTranspose_one,
    hH.eq] at hG'
  have hs : star z - z = -(2 * Complex.I * (z.im : ℂ)) := by
    apply Complex.ext <;> simp
    ring
  calc green H z - (green H z)ᴴ
      = ((green H z)ᴴ * (star z • (1 : Matrix n n ℂ) - H)) * green H z
        - (green H z)ᴴ * ((z • (1 : Matrix n n ℂ) - H) * green H z) := by
        rw [hG', hG, one_mul, mul_one]
    _ = (star z - z) • ((green H z)ᴴ * green H z) := by
        simp only [mul_sub, sub_mul, smul_mul_assoc, mul_smul_comm, mul_one, one_mul,
          mul_assoc, sub_smul]
        abel
    _ = _ := by rw [hs]
```

## (d) The imaginary part of Σ as a square

**Task.** With K = (z − D)⁻¹B*, show that

Im Σ = −(Im z) K*K.

**Solution.** Write G_D = (z − D)⁻¹. Then Σ* = B G_D* B*, and (c) applied to D gives

Σ − Σ* = B (G_D − G_D*) B* = −2i (Im z) B G_D* G_D B*.

Because K* = B G_D*, the last product is K*K. Division by 2i gives the result. In Lean, `h` is the first equality and `hs` handles the scalar factor.

```lean
/-- For Hermitian `D` and `Im z > 0`, the imaginary part of the self-energy is
`-(Im z) K* K` with `K = (z - D)⁻¹ B*`. -/
theorem imPart_selfEnergy (B : Matrix m n ℂ) {D : Matrix n n ℂ} (hD : D.IsHermitian)
    {z : ℂ} (hz : 0 < z.im) :
    imPart (selfEnergy B D z) =
      -((z.im : ℂ) • ((green D z * Bᴴ)ᴴ * (green D z * Bᴴ))) := by
  have h : selfEnergy B D z - (selfEnergy B D z)ᴴ
      = B * (green D z - (green D z)ᴴ) * Bᴴ := by
    simp only [selfEnergy, conjTranspose_mul, conjTranspose_conjTranspose, Matrix.mul_sub,
      Matrix.sub_mul, Matrix.mul_assoc]
  have hs : 1 / (2 * Complex.I) * (-(2 * Complex.I * (z.im : ℂ))) = -(z.im : ℂ) := by
    have hI := Complex.I_ne_zero
    field_simp
  rw [imPart, h, green_sub_conjTranspose hD hz]
  simp only [conjTranspose_mul, conjTranspose_conjTranspose, Matrix.mul_smul,
    Matrix.smul_mul, smul_smul, Matrix.mul_assoc]
  rw [hs, neg_smul]
```

## (e) Eliminating the phonon states

**Task.** Let G₁₁ be the electron block of the full Green function. Show that z − A − Σ is invertible, and that

G₁₁ = (z − A − Σ)⁻¹ and x*(Im Σ)x ≤ 0 for every x.

**Solution.** H is Hermitian, so (b) applies to it. The first block column of (z − H)G = 1 reads

(z − A)G₁₁ − B G₂₁ = 1,

−B*G₁₁ + (z − D)G₂₁ = 0.

The second line gives G₂₁ = (z − D)⁻¹B*G₁₁. Inserted in the first, it yields

(z − A − Σ)G₁₁ = 1.

For finite square matrices a right inverse is a two-sided inverse, which proves the first two claims. By (d), x*(Im Σ)x = −(Im z)|Kx|² ≤ 0.

In Lean, `fromBlocks A B Bᴴ D` is H and `toBlocks₁₁` extracts the electron block. The equations `h11` and `h21` are the two lines above, and `key` is the result of the elimination. The sign is stated as `PosSemidef` for −Im Σ.

Σ could also have been defined as z − A − (G₁₁)⁻¹. The Dyson relation would then hold by definition, and the formula with B and D would be the statement to prove.

```lean
/-- For a Hermitian Hamiltonian `[[A, B], [B*, D]]` and `Im z > 0`, the matrix `z - A - Σ(z)` is
invertible, its inverse is the electron block of the full Green function, and the imaginary
part of `Σ(z)` is negative semidefinite. -/
theorem dyson_and_dissipative [Fintype m] [DecidableEq m] {A : Matrix m m ℂ}
    (B : Matrix m n ℂ) {D : Matrix n n ℂ}
    (hA : A.IsHermitian) (hD : D.IsHermitian) {z : ℂ} (hz : 0 < z.im) :
    IsUnit (z • (1 : Matrix m m ℂ) - A - selfEnergy B D z) ∧
    (green (fromBlocks A B Bᴴ D) z).toBlocks₁₁ =
      (z • (1 : Matrix m m ℂ) - A - selfEnergy B D z)⁻¹ ∧
    (-(imPart (selfEnergy B D z))).PosSemidef := by
  have hG := sub_mul_green (Matrix.IsHermitian.fromBlocks hA (rfl : Bᴴ = Bᴴ) hD) hz
  have hM : z • (1 : Matrix (m ⊕ n) (m ⊕ n) ℂ) - fromBlocks A B Bᴴ D =
      fromBlocks (z • (1 : Matrix m m ℂ) - A) (-B) (-Bᴴ) (z • (1 : Matrix n n ℂ) - D) := by
    rw [← fromBlocks_one, fromBlocks_smul, sub_eq_add_neg, fromBlocks_neg, fromBlocks_add]
    simp [sub_eq_add_neg]
  set G := green (fromBlocks A B Bᴴ D) z
  rw [hM, ← fromBlocks_toBlocks G, fromBlocks_multiply, ← fromBlocks_one,
    fromBlocks_inj] at hG
  obtain ⟨h11, -, h21, -⟩ := hG
  rw [Matrix.neg_mul, ← sub_eq_add_neg] at h11
  rw [Matrix.neg_mul] at h21
  -- eliminate the phonon-dressed component
  have e : (z • (1 : Matrix n n ℂ) - D) * G.toBlocks₂₁ = Bᴴ * G.toBlocks₁₁ :=
    (neg_add_eq_zero.mp h21).symm
  have h21' : G.toBlocks₂₁ = green D z * (Bᴴ * G.toBlocks₁₁) := by
    rw [← e, ← Matrix.mul_assoc, mul_eq_one_comm.mp (sub_mul_green hD hz), Matrix.one_mul]
  have key : (z • (1 : Matrix m m ℂ) - A - selfEnergy B D z) * G.toBlocks₁₁ = 1 := by
    rw [Matrix.sub_mul, selfEnergy, Matrix.mul_assoc, Matrix.mul_assoc, ← h21']
    exact h11
  refine ⟨⟨⟨_, G.toBlocks₁₁, key, mul_eq_one_comm.mp key⟩, rfl⟩,
    (Matrix.inv_eq_right_inv key).symm, ?_⟩
  rw [imPart_selfEnergy B hD hz, neg_neg]
  exact (posSemidef_conjTranspose_mul_self _).smul (Complex.zero_le_real.mpr hz.le)
```

## (f) When x*(Im Σ)x vanishes

**Task.** For a vector x of electron amplitudes, show that

x*(Im Σ)x = 0 exactly when B*x = 0.

**Solution.** By (d) the left side is −(Im z)|Kx|², which vanishes exactly when Kx = (z − D)⁻¹B*x = 0. Multiplying by z − D gives B*x = 0, and the converse is immediate.

The vector x need not be normalised. The equivalence holds at fixed Im z > 0. As Im z → 0⁺, x*(Im Σ)x can tend to zero even when B*x ≠ 0, as the example at the end shows, so `no_damping_iff` is not a criterion for an infinite lifetime. In Lean, the helper `hq` rewrites x*K*Kx as the squared length of Kx.

```lean
/-- For Hermitian `D` and `Im z > 0`, and any vector `x` of electron amplitudes,
`x* (Im Σ(z)) x = 0` exactly when `B* x = 0`. -/
theorem no_damping_iff [Fintype m] (B : Matrix m n ℂ) {D : Matrix n n ℂ} (hD : D.IsHermitian)
    {z : ℂ} (hz : 0 < z.im) (x : m → ℂ) :
    star x ⬝ᵥ (imPart (selfEnergy B D z) *ᵥ x) = 0 ↔ Bᴴ *ᵥ x = 0 := by
  have hq (K : Matrix n m ℂ) :
      star x ⬝ᵥ ((Kᴴ * K) *ᵥ x) = star (K *ᵥ x) ⬝ᵥ (K *ᵥ x) := by
    rw [← Matrix.mulVec_mulVec, Matrix.dotProduct_mulVec (star x), Matrix.star_mulVec]
  have hz' : ¬ (z.im : ℂ) = 0 := Complex.ofReal_ne_zero.mpr hz.ne'
  rw [imPart_selfEnergy B hD hz, Matrix.neg_mulVec, Matrix.smul_mulVec, dotProduct_neg,
    dotProduct_smul, hq, neg_eq_zero, smul_eq_zero, or_iff_right hz',
    dotProduct_star_self_eq_zero, ← Matrix.mulVec_mulVec]
  constructor
  · intro h
    -- undo the invertible propagation in the phonon-dressed space
    calc Bᴴ *ᵥ x = (z • (1 : Matrix n n ℂ) - D) *ᵥ (green D z *ᵥ (Bᴴ *ᵥ x)) := by
          rw [Matrix.mulVec_mulVec (Bᴴ *ᵥ x), sub_mul_green hD hz, Matrix.one_mulVec]
      _ = 0 := by rw [h, Matrix.mulVec_zero]
  · intro h
    rw [h, Matrix.mulVec_zero]
```

## (g) The sum over one-phonon states

**Task.** Let q label uncoupled states with electron energy ε_q and phonon energy ω_q, and let g be the coupling matrix B. Show that

Σ_ij(z) = ∑_q g_iq g*_jq / (z − ε_q − ω_q).

**Solution.** D is diagonal with entries ε_q + ω_q. Each z − ε_q − ω_q has imaginary part Im z > 0, so it is nonzero, and (z − D)⁻¹ is diagonal with the reciprocals as entries. Multiplying by g and g* gives the sum. In Lean, `hne` supplies the nonzero denominators and `hG` the diagonal inverse.

Here q labels a whole electron-plus-phonon state, not just a phonon wavevector. The sum is the emission term of the Fan-Migdal self-energy for one electron in an empty band at zero temperature; thermal phonons or a Fermi sea would bring in occupation factors. In electronic-structure work, the Fan-Migdal self-energy describes the phonon-induced broadening of bands and, together with the Debye-Waller term, their shifts.

```lean
/-- For uncoupled one-phonon states `q` with electron energy `ε q` and phonon energy `ω q`, and
`Im z > 0`, the self-energy is `Σ_ij(z) = ∑ q, g_iq g*_jq / (z - ε q - ω q)`. -/
theorem selfEnergy_one_phonon (g : Matrix m n ℂ) (ε ω : n → ℝ) {z : ℂ} (hz : 0 < z.im)
    (i j : m) :
    selfEnergy g (diagonal fun q => ((ε q + ω q : ℝ) : ℂ)) z i j =
      ∑ q, g i q * star (g j q) / (z - ε q - ω q) := by
  have hne (q : n) : z - ε q - ω q ≠ 0 := by
    intro h
    have h' := congrArg Complex.im h
    simp at h'
    linarith
  have hG : green (diagonal fun q => ((ε q + ω q : ℝ) : ℂ)) z =
      diagonal fun q => (z - ε q - ω q)⁻¹ := by
    unfold green
    apply Matrix.inv_eq_right_inv
    rw [Matrix.smul_one_eq_diagonal, Matrix.diagonal_sub, Matrix.diagonal_mul_diagonal,
      ← Matrix.diagonal_one]
    congr 1
    funext q
    push_cast
    rw [← sub_sub]
    exact mul_inv_cancel₀ (hne q)
  rw [selfEnergy, hG, Matrix.mul_apply]
  refine Finset.sum_congr rfl fun q _ => ?_
  rw [Matrix.mul_diagonal, Matrix.conjTranspose_apply]
  ring

end

end FanMigdalSelfEnergy
```

With one electron state and one phonon state,

Im Σ = −(Im z) |g|² / |z − ε − ω|².

At fixed Re z ≠ ε + ω this tends to zero as Im z → 0⁺. A finite lifetime from phonon emission needs a further step: a continuum of one-phonon states, taken before Im z → 0⁺.

```lean
#print axioms FanMigdalSelfEnergy.imPart_selfEnergy
#print axioms FanMigdalSelfEnergy.dyson_and_dissipative
#print axioms FanMigdalSelfEnergy.no_damping_iff
#print axioms FanMigdalSelfEnergy.selfEnergy_one_phonon
```

```
'FanMigdalSelfEnergy.imPart_selfEnergy' depends on axioms: [propext, Classical.choice, Quot.sound]
'FanMigdalSelfEnergy.dyson_and_dissipative' depends on axioms: [propext, Classical.choice, Quot.sound]
'FanMigdalSelfEnergy.no_damping_iff' depends on axioms: [propext, Classical.choice, Quot.sound]
'FanMigdalSelfEnergy.selfEnergy_one_phonon' depends on axioms: [propext, Classical.choice, Quot.sound]
```
